# Hubbard penalty and idempotency of the 2×2 noncollinear occupation matrix

Let \(r\) be a real number, the electronic charge in one spatial orbital, and let \(m=(m_0,m_1,m_2)\) be a real vector, its spin magnetization along \(x,y,z\). Components are counted from 0, as in Lean. With Pauli matrices \(\sigma_x,\sigma_y,\sigma_z\), the occupation matrix is

\[
n=\tfrac12\,(r\,\mathbb 1+m\cdot\sigma),\qquad m\cdot\sigma=m_0\sigma_x+m_1\sigma_y+m_2\sigma_z .
\]

The normalisation is such that \(\operatorname{Tr} n=r\) and \(\operatorname{Tr}(n\sigma_x)=m_0\), and likewise for the other two components.

```lean
import Mathlib

namespace NoncollinearHubbard

noncomputable section
```

The first line loads the mathematical library Mathlib. The namespace prefixes every name defined below.

## Pauli matrices and the occupation matrix

```lean
/-- The Pauli matrix σ_x. -/
def pauliX : Matrix (Fin 2) (Fin 2) ℂ := !![0, 1; 1, 0]
```

This is \(\sigma_x\), a complex matrix written row by row. `Fin 2` is the index set \(\{0,1\}\), here spin up and spin down.

```lean
/-- The Pauli matrix σ_y. -/
def pauliY : Matrix (Fin 2) (Fin 2) ℂ := !![0, -Complex.I; Complex.I, 0]
```

This is \(\sigma_y\), with `Complex.I` for the imaginary unit.

```lean
/-- The Pauli matrix σ_z. -/
def pauliZ : Matrix (Fin 2) (Fin 2) ℂ := !![1, 0; 0, -1]
```

This is \(\sigma_z\), so the basis states are spin up and down along \(z\).

```lean
/-- The contraction m·σ of a real vector with the Pauli matrices. -/
def spinDot (m : EuclideanSpace ℝ (Fin 3)) : Matrix (Fin 2) (Fin 2) ℂ :=
  (m 0 : ℂ) • pauliX + (m 1 : ℂ) • pauliY + (m 2 : ℂ) • pauliZ
```

`spinDot m` is \(m\cdot\sigma\). The notation `(m 0 : ℂ)` reads a real component as a complex number, and `•` multiplies a matrix by a scalar.

The type of \(m\) matters. Had it been declared as a plain function `Fin 3 → ℝ`, Lean would read `‖m‖` as the largest absolute component, and the formulas below would fail for general \(m\). `EuclideanSpace ℝ (Fin 3)` gives the usual length.

```lean
/-- The noncollinear occupation matrix n = (r + m·σ)/2 with charge r and magnetization m. -/
def occ (r : ℝ) (m : EuclideanSpace ℝ (Fin 3)) : Matrix (Fin 2) (Fin 2) ℂ :=
  (1 / 2 : ℂ) • ((r : ℂ) • (1 : Matrix (Fin 2) (Fin 2) ℂ) + spinDot m)
```

`occ r m` is the matrix \(n\). Nothing here restricts its eigenvalues to lie between 0 and 1; that condition appears later as a hypothesis.

```lean
/-- The Hubbard penalty Tr(n - n²) of an occupation matrix, without the prefactor U/2. -/
def penalty {ι : Type*} [Fintype ι] [DecidableEq ι] (n : Matrix ι ι ℂ) : ℂ :=
  (n - n ^ 2).trace
```

`penalty n` is \(\operatorname{Tr}(n-n^2)\), for a complex matrix of any finite size. In the simplified rotationally invariant Hubbard correction it is multiplied by \(U/2\), where the parameter \(U\) stands for the effective on-site electron repulsion. The product is an energy. For a single orbital with prescribed \(r\) and \(m\), and occupations between 0 and 1, the results below show when this energy term of DFT+U vanishes if \(U\neq0\): exactly when \(n\) is idempotent. The potential derived from it, \(U(\tfrac12\mathbb 1-n)\), does not vanish in those cases, so the orbital levels are still shifted. Neither \(U\) nor the self-consistent density is computed.

## The square of the spin part

```lean
/-- The squared length of the magnetization is the sum of its squared components. -/
theorem norm_sq_components (m : EuclideanSpace ℝ (Fin 3)) :
    ‖m‖ ^ 2 = m 0 ^ 2 + m 1 ^ 2 + m 2 ^ 2 := by
  rw [EuclideanSpace.norm_sq_eq, Fin.sum_univ_three]
  simp only [Real.norm_eq_abs, sq_abs]
```

This says \(\|m\|^2=m_0^2+m_1^2+m_2^2\). The proof unfolds the Euclidean norm and writes out the sum over three components.

```lean
/-- The matrix m·σ written out in components. -/
theorem spinDot_eq (m : EuclideanSpace ℝ (Fin 3)) :
    spinDot m = !![(m 2 : ℂ), m 0 - m 1 * Complex.I; m 0 + m 1 * Complex.I, -(m 2 : ℂ)] := by
  ext i j
  fin_cases i <;> fin_cases j <;> simp [spinDot, pauliX, pauliY, pauliZ]
  ring
```

Adding the three Pauli terms gives

\[
m\cdot\sigma=\begin{pmatrix} m_2 & m_0-i m_1\\ m_0+i m_1 & -m_2\end{pmatrix}.
\]

In the proof, `ext i j` reduces the matrix equation to its entries and `fin_cases` runs through all four.

```lean
/-- The square of m·σ is ‖m‖² times the identity. -/
theorem spinDot_sq (m : EuclideanSpace ℝ (Fin 3)) :
    spinDot m * spinDot m = ((‖m‖ ^ 2 : ℝ) : ℂ) • (1 : Matrix (Fin 2) (Fin 2) ℂ) := by
  rw [norm_sq_components, spinDot_eq]
  ext i j
  fin_cases i <;> fin_cases j <;> simp [Matrix.mul_apply, Fin.sum_univ_two]
  all_goals first
    | ring1
    | linear_combination (-(m 1 : ℂ) ^ 2) * Complex.I_sq
```

Squaring the matrix by hand, both diagonal entries are

\[
m_2^2+(m_0-im_1)(m_0+im_1)=\|m\|^2 .
\]

The upper right entry is \(m_2(m_0-im_1)-(m_0-im_1)m_2=0\), and the lower left one vanishes in the same way. Hence \((m\cdot\sigma)^2=\|m\|^2\,\mathbb 1\). Lean checks the same four entries, using \(i^2=-1\) through `Complex.I_sq`.

## The deviation from idempotency and its trace

```lean
/-- The deviation n - n² from idempotency, split into its charge and spin parts. -/
theorem occ_sub_sq (r : ℝ) (m : EuclideanSpace ℝ (Fin 3)) :
    occ r m - occ r m ^ 2 =
      (((2 * r - r ^ 2 - ‖m‖ ^ 2) / 4 : ℝ) : ℂ) • (1 : Matrix (Fin 2) (Fin 2) ℂ)
        + (((1 - r) / 2 : ℝ) : ℂ) • spinDot m := by
  unfold occ
  simp only [pow_two (_ : Matrix (Fin 2) (Fin 2) ℂ), smul_mul_assoc, mul_smul_comm,
    add_mul, mul_add, one_mul, mul_one, spinDot_sq]
  push_cast
  module
```

Since \(\mathbb 1\) commutes with \(m\cdot\sigma\),

\[
n^2=\tfrac14\left[(r^2+\|m\|^2)\,\mathbb 1+2r\,m\cdot\sigma\right],
\]

and therefore

\[
n-n^2=\frac{2r-r^2-\|m\|^2}{4}\,\mathbb 1+\frac{1-r}{2}\,m\cdot\sigma .
\]

The `simp only` step expands the product and inserts `spinDot_sq`; `module` then compares the coefficients.

```lean
/-- The Hubbard penalty of the noncollinear matrix is r - (r² + ‖m‖²)/2. -/
theorem penalty_occ (r : ℝ) (m : EuclideanSpace ℝ (Fin 3)) :
    penalty (occ r m) = ((r - (r ^ 2 + ‖m‖ ^ 2) / 2 : ℝ) : ℂ) := by
  -- the Pauli part is traceless
  have ht : (spinDot m).trace = 0 := by
    rw [spinDot_eq, Matrix.trace_fin_two]
    simp
  unfold penalty
  rw [occ_sub_sq, Matrix.trace_add, Matrix.trace_smul, Matrix.trace_smul, Matrix.trace_one,
    ht, Fintype.card_fin]
  simp only [smul_eq_mul]
  push_cast
  ring
```

The spin part is traceless, because its diagonal entries are \(m_2\) and \(-m_2\), while \(\operatorname{Tr}\mathbb 1=2\). So

\[
\operatorname{Tr}(n-n^2)=2\cdot\frac{2r-r^2-\|m\|^2}{4}=r-\frac{r^2+\|m\|^2}{2}.
\]

The proof follows these lines, with `ht` recording the vanishing trace. The right-hand side is a real number viewed as complex, so the theorem also shows that the penalty is real.

## The idempotent cases

```lean
/-- The noncollinear matrix is idempotent exactly when r = 1 and ‖m‖ = 1, or m = 0 and r is
0 or 2. -/
theorem occ_idempotent_iff (r : ℝ) (m : EuclideanSpace ℝ (Fin 3)) :
    occ r m ^ 2 = occ r m ↔ (r = 1 ∧ ‖m‖ = 1) ∨ (m = 0 ∧ (r = 0 ∨ r = 2)) := by
  constructor
  · intro h
    -- the trace gives one real equation
    have ht := penalty_occ r m
    unfold penalty at ht
    rw [h, sub_self, Matrix.trace_zero] at ht
    have ht' : r - (r ^ 2 + ‖m‖ ^ 2) / 2 = 0 := Complex.ofReal_eq_zero.mp ht.symm
    -- the spin part, multiplied by m·σ, gives the other
    have key := occ_sub_sq r m
    have ha : (2 * r - r ^ 2 - ‖m‖ ^ 2) / 4 = 0 := by linarith
    rw [h, sub_self, ha, Complex.ofReal_zero, zero_smul, zero_add] at key
    have hs := congrArg (fun A => (A * spinDot m) 0 0) key
    simp only [zero_mul, smul_mul_assoc, spinDot_sq, Matrix.smul_apply, Matrix.zero_apply,
      Matrix.one_apply_eq, smul_eq_mul, mul_one] at hs
    have hb : (1 - r) / 2 * ‖m‖ ^ 2 = 0 := by exact_mod_cast hs.symm
    rcases mul_eq_zero.mp hb with h1 | h1
    · have hr : r = 1 := by linarith
      rw [hr] at ht'
      exact Or.inl ⟨hr, (sq_eq_sq₀ (norm_nonneg m) zero_le_one).mp (by linarith)⟩
    · have hm : m = 0 := norm_eq_zero.mp ((pow_eq_zero_iff two_ne_zero).mp h1)
      have hr : r * (2 - r) = 0 := by linear_combination 2 * ht' + h1
      rcases mul_eq_zero.mp hr with h2 | h2
      · exact Or.inr ⟨hm, Or.inl h2⟩
      · exact Or.inr ⟨hm, Or.inr (by linarith)⟩
  · intro h
    refine (sub_eq_zero.mp ?_).symm
    rw [occ_sub_sq]
    rcases h with ⟨rfl, hm⟩ | ⟨rfl, rfl | rfl⟩
    · rw [hm]
      norm_num
    · norm_num [spinDot]
    · norm_num [spinDot]
```

The symbol `↔` means "exactly when", `∧` "and", `∨` "or". The theorem says that \(n^2=n\) exactly when \(r=1\) and \(\|m\|=1\), or \(m=0\) and \(r\) is 0 or 2. These are one fully polarised electron with its spin in any direction, the empty orbital and the doubly occupied orbital.

Suppose \(n^2=n\). The trace formula gives

\[
2r-r^2-\|m\|^2=0 ,
\]

so the identity part of \(n-n^2\) vanishes, leaving \(\frac{1-r}{2}\,m\cdot\sigma=0\). Multiplying by \(m\cdot\sigma\) gives \(\frac{1-r}{2}\|m\|^2=0\), and there are two cases:

- If \(r=1\), the trace equation becomes \(\|m\|^2=1\), and a length is nonnegative, so \(\|m\|=1\).
- If \(\|m\|^2=0\), then \(m=0\) and the trace equation becomes \(r(2-r)=0\).

Conversely, in each listed case both terms of \(n-n^2\) vanish.

In Lean, `constructor` separates the two directions. The trace equation is `ht'`. The step `congrArg` multiplies the remaining matrix equation by \(m\cdot\sigma\) and takes its upper left entry, which yields `hb`. Each `rcases` on a vanishing product splits the argument into cases.

## Rotations and occupations

```lean
/-- The Hubbard penalty of any occupation matrix is unchanged by a unitary rotation of the
spin-orbital basis. -/
theorem penalty_unitary_invariant {ι : Type*} [Fintype ι] [DecidableEq ι]
    (n U : Matrix ι ι ℂ) (hU : U ∈ Matrix.unitaryGroup ι ℂ) :
    penalty (U * n * star U) = penalty n := by
  have h : star U * U = 1 := Matrix.mem_unitaryGroup_iff'.mp hU
  have e : (U * n * star U) ^ 2 = U * n ^ 2 * star U := by
    calc (U * n * star U) ^ 2 = U * n * (star U * U) * n * star U := by
          simp only [pow_two, mul_assoc]
      _ = U * n ^ 2 * star U := by
          rw [h]
          simp only [mul_one, pow_two, mul_assoc]
  unfold penalty
  rw [e, ← sub_mul, ← mul_sub, Matrix.trace_mul_cycle, h, one_mul]
```

Here \(U\) is a unitary matrix, not the Hubbard parameter, and `star U` is \(U^\dagger\). The matrix \(n\) may have any finite size and need not be Hermitian. From \(U^\dagger U=\mathbb 1\),

\[
(UnU^\dagger)^2=Un\,U^\dagger U\,nU^\dagger=Un^2U^\dagger ,
\]

and cyclicity of the trace gives

\[
\operatorname{Tr}\left[U(n-n^2)U^\dagger\right]=\operatorname{Tr}(n-n^2).
\]

The `calc` block is the first equation, and `Matrix.trace_mul_cycle` supplies the cyclic step.

```lean
/-- The characteristic determinant of n factorizes with the roots (r + ‖m‖)/2 and
(r - ‖m‖)/2. -/
theorem occ_characteristic (r : ℝ) (m : EuclideanSpace ℝ (Fin 3)) (x : ℂ) :
    (occ r m - x • (1 : Matrix (Fin 2) (Fin 2) ℂ)).det =
      (((r : ℂ) + ‖m‖) / 2 - x) * (((r : ℂ) - ‖m‖) / 2 - x) := by
  have hN : (‖m‖ : ℂ) ^ 2 = (m 0 : ℂ) ^ 2 + (m 1 : ℂ) ^ 2 + (m 2 : ℂ) ^ 2 := by
    exact_mod_cast norm_sq_components m
  rw [Matrix.det_fin_two]
  simp [occ, spinDot_eq]
  linear_combination (1 / 4 : ℂ) * hN + ((m 1 : ℂ) ^ 2 / 4) * Complex.I_sq
```

For every complex \(x\), put \(a=r/2-x\). Then

\[
\det(n-x\mathbb 1)=\left(a+\tfrac{m_2}{2}\right)\left(a-\tfrac{m_2}{2}\right)-\frac{m_0^2+m_1^2}{4}
=a^2-\frac{\|m\|^2}{4},
\]

which factorises with roots \((r\pm\|m\|)/2\). For \(m\neq0\) these are the occupations of the two spin states along and against \(m\); for \(m=0\) both equal \(r/2\), whatever the spin axis. The final `linear_combination` uses the component formula for \(\|m\|^2\) and \(i^2=-1\).

## When zero penalty means idempotency

```lean
/-- If (r - ‖m‖)/2 ≥ 0 and (r + ‖m‖)/2 ≤ 1, the penalty is nonnegative, and it vanishes exactly
when n is idempotent. -/
theorem penalty_physical (r : ℝ) (m : EuclideanSpace ℝ (Fin 3))
    (h0 : 0 ≤ (r - ‖m‖) / 2) (h1 : (r + ‖m‖) / 2 ≤ 1) :
    0 ≤ (penalty (occ r m)).re ∧ (penalty (occ r m) = 0 ↔ occ r m ^ 2 = occ r m) := by
  have hN := norm_nonneg m
  have a : 0 ≤ r - ‖m‖ := by linarith
  have b : 0 ≤ 2 - r - ‖m‖ := by linarith
  have p1 := mul_nonneg a (show 0 ≤ 2 - r by linarith)
  have p2 := mul_nonneg hN b
  have p3 := mul_nonneg b (show 0 ≤ r by linarith)
  have p4 := mul_nonneg hN a
  refine ⟨?_, fun h => ?_, fun h => ?_⟩
  · rw [penalty_occ, Complex.ofReal_re]
    nlinarith
  · rw [penalty_occ, Complex.ofReal_eq_zero] at h
    -- zero penalty saturates both bounds unless m vanishes
    have e1 : ‖m‖ * (2 - r - ‖m‖) = 0 := le_antisymm (by nlinarith) p2
    have e2 : ‖m‖ * (r - ‖m‖) = 0 := le_antisymm (by nlinarith) p4
    apply (occ_idempotent_iff r m).mpr
    rcases eq_or_ne ‖m‖ 0 with hz | hz
    · have hr : r * (2 - r) = 0 := by
        rw [hz] at h
        linear_combination 2 * h
      rcases mul_eq_zero.mp hr with h2 | h2
      · exact Or.inr ⟨norm_eq_zero.mp hz, Or.inl h2⟩
      · exact Or.inr ⟨norm_eq_zero.mp hz, Or.inr (by linarith)⟩
    · have f1 := (mul_eq_zero.mp e1).resolve_left hz
      have f2 := (mul_eq_zero.mp e2).resolve_left hz
      exact Or.inl ⟨by linarith, by linarith⟩
  · unfold penalty
    rw [h, sub_self, Matrix.trace_zero]
```

The hypotheses `h0` and `h1` say that the smaller occupation is at least 0 and the larger at most 1. In a physical state the occupation of a normalised spin orbital cannot be negative, and the Pauli principle limits it to 1. The conclusion is that the penalty is nonnegative and vanishes exactly for idempotent \(n\). The suffix `.re` takes the real part, so that the inequality is between real numbers.

By hand, write \(N=\|m\|\). The hypotheses give \(r-N\ge0\) and \(2-r-N\ge0\), and hence also \(r\ge0\) and \(2-r\ge0\). Twice the penalty can be written in two ways:

\[
\begin{aligned}
2r-r^2-N^2&=(r-N)(2-r)+N(2-r-N)\\
&=r(2-r-N)+N(r-N).
\end{aligned}
\]

All four products are nonnegative, so the penalty is too. If it is zero, each product is zero. For \(N\neq0\) this forces \(2-r-N=0\) and \(r-N=0\), so \(r=N=1\). For \(N=0\) it leaves \(r(2-r)=0\). These are the idempotent cases. The converse is immediate, since \(n-n^2=0\) has zero trace.

The four products are `p1` to `p4` in the proof, and `nlinarith` combines them into the required inequalities.

```lean
/-- The matrix with r = 2/5 and m = (0, 0, 4/5) has zero penalty but is not idempotent. -/
theorem zero_penalty_not_idempotent :
    penalty (occ (2 / 5) !₂[(0 : ℝ), 0, 4 / 5]) = 0 ∧
      occ (2 / 5) !₂[(0 : ℝ), 0, 4 / 5] ^ 2 ≠ occ (2 / 5) !₂[(0 : ℝ), 0, 4 / 5] := by
  constructor
  · have hz : (!₂[(0 : ℝ), 0, 4 / 5] : EuclideanSpace ℝ (Fin 3)) 2 = 4 / 5 := rfl
    rw [penalty_occ, norm_sq_components, Complex.ofReal_eq_zero, hz]
    norm_num
  · intro h
    rcases (occ_idempotent_iff _ _).mp h with ⟨h, _⟩ | ⟨_, h | h⟩ <;> norm_num at h
```

Without the bounds on the occupations, zero penalty is not enough. The notation `!₂[...]` writes out a Euclidean vector. For \(r=2/5\) and \(m=(0,0,4/5)\), the eigenvalues of \(n\) are \(3/5\) and \(-1/5\), so the lower bound is violated. Their contributions \(\lambda(1-\lambda)\) to the trace are \(6/25\) and \(-6/25\), which cancel although neither is zero. Lean obtains the zero from `penalty_occ` and rules out idempotency by checking the cases of `occ_idempotent_iff`.

## The cost of dropping the off-diagonal elements

```lean
/-- The penalty built from the diagonal occupations alone exceeds the full one by
(m_x² + m_y²)/2. -/
theorem diagonal_penalty (r : ℝ) (m : EuclideanSpace ℝ (Fin 3)) :
    ∑ i, (occ r m i i - occ r m i i ^ 2) =
      penalty (occ r m) + ((m 0 : ℂ) ^ 2 + (m 1 : ℂ) ^ 2) / 2 := by
  rw [penalty_occ, norm_sq_components, Fin.sum_univ_two]
  simp [occ, spinDot_eq]
  ring

end

end NoncollinearHubbard
```

The diagonal occupations are \((r+m_2)/2\) and \((r-m_2)/2\), so

\[
\sum_i (n_{ii}-n_{ii}^2)=r-\frac{r^2+m_2^2}{2}
=\operatorname{Tr}(n-n^2)+\frac{m_0^2+m_1^2}{2}.
\]

The proof inserts the trace formula and the matrix entries, and `ring` finishes the algebra. The excess depends on the chosen spin axis. One electron polarised along \(x\), with \(r=1\) and \(m=(1,0,0)\), has full penalty 0 but diagonal penalty \(1/2\); polarised along \(z\), it has 0 for both.

```lean
#print axioms NoncollinearHubbard.occ_characteristic
-- 'NoncollinearHubbard.occ_characteristic' depends on axioms: [propext, Classical.choice, Quot.sound]
#print axioms NoncollinearHubbard.penalty_physical
-- 'NoncollinearHubbard.penalty_physical' depends on axioms: [propext, Classical.choice, Quot.sound]
#print axioms NoncollinearHubbard.zero_penalty_not_idempotent
-- 'NoncollinearHubbard.zero_penalty_not_idempotent' depends on axioms: [propext, Classical.choice, Quot.sound]
#print axioms NoncollinearHubbard.diagonal_penalty
-- 'NoncollinearHubbard.diagonal_penalty' depends on axioms: [propext, Classical.choice, Quot.sound]
```
